# An N × M grid of unit-modulus links carries exactly the integer Chern numbers with −NM < 2C ≤ NM

On a periodic $N\times M$ grid with $N,M\ge 1$, a link field assigns a complex number of modulus one to each link, $U_1(a,b)$ from $(a,b)$ to $(a+1,b)$ and $U_2(a,b)$ from $(a,b)$ to $(a,b+1)$. Its lattice Chern number is the sum over all cells of the argument of the oriented link product, taken in $(-\pi,\pi]$, divided by $2\pi$.

In Lean 4 with Mathlib:

```lean
import Mathlib

open Real

namespace LatticeChernRange

noncomputable section

/-- A field of unit-modulus link variables on an `N × M` grid, periodic when `N, M ≥ 1`: `U₁` lives
on the links in the first direction, `U₂` on those in the second. -/
structure LinkField (N M : ℕ) where
  /-- Link from `(a, b)` to `(a + 1, b)`. -/
  U₁ : ZMod N → ZMod M → Circle
  /-- Link from `(a, b)` to `(a, b + 1)`. -/
  U₂ : ZMod N → ZMod M → Circle

variable {N M : ℕ}

/-- The oriented product of the link variables around the elementary cell with lower corner `(a,
b)`; links traversed backwards enter inverted. -/
def LinkField.plaquette (U : LinkField N M) (a : ZMod N) (b : ZMod M) : Circle :=
  U.U₁ a b * U.U₂ (a + 1) b / (U.U₁ a (b + 1) * U.U₂ a b)

/-- The lattice Chern number: the sum of the principal plaquette arguments over `2π`. -/
def LinkField.chern [NeZero N] [NeZero M] (U : LinkField N M) : ℝ :=
  (∑ p : ZMod N × ZMod M, Complex.arg (U.plaquette p.1 p.2 : ℂ)) / (2 * π)

/-- The flux per cell when total flux `2πC` is spread evenly over the grid. -/
def fluxAngle (N M : ℕ) (C : ℤ) : ℝ := 2 * π * C / (N * M)

/-- Landau-gauge links: the phase of `U₂` grows linearly with `a`, and `U₁` differs from one
only on the links that close the grid in the first direction. -/
def uniformLinks (N M : ℕ) (C : ℤ) : LinkField N M where
  U₁ a b := if a.val + 1 = N then Circle.exp (-(fluxAngle N M C * N * (b.val : ℝ))) else 1
  U₂ a _ := Circle.exp (fluxAngle N M C * (a.val : ℝ))

/-- A step on a periodic grid either raises the coordinate by one or wraps around to zero. -/
theorem val_succ [NeZero N] (a : ZMod N) :
    (a.val + 1 ≠ N ∧ (a + 1).val = a.val + 1) ∨ (a.val + 1 = N ∧ (a + 1).val = 0) := by
  have h : (a + 1).val = (a.val + 1) % N := by
    rw [ZMod.val_add, ZMod.val_one_eq_one_mod, Nat.add_mod_mod]
  have hlt := a.val_lt
  by_cases e : a.val + 1 = N
  · exact Or.inr ⟨e, by rw [h, e, Nat.mod_self]⟩
  · exact Or.inl ⟨e, by rw [h, Nat.mod_eq_of_lt (by omega)]⟩

/-- In the Landau-gauge field every cell, including those at the seams, carries the same
phase factor `exp(2πiC/(NM))`. -/
theorem uniformLinks_plaquette [NeZero N] [NeZero M] (C : ℤ) (a : ZMod N) (b : ZMod M) :
    (uniformLinks N M C).plaquette a b = Circle.exp (fluxAngle N M C) := by
  have hN0 : (N : ℝ) ≠ 0 := Nat.cast_ne_zero.mpr (NeZero.ne N)
  have hM0 : (M : ℝ) ≠ 0 := Nat.cast_ne_zero.mpr (NeZero.ne M)
  have hφ : fluxAngle N M C * (N * M) = 2 * π * C :=
    div_mul_cancel₀ _ (mul_ne_zero hN0 hM0)
  rcases val_succ a with ⟨ha, hs⟩ | ⟨ha, hs⟩
  · -- away from the seam only the links in the second direction contribute
    simp only [LinkField.plaquette, uniformLinks, if_neg ha, hs, one_mul]
    rw [← Circle.exp_sub]
    congr 1
    rw [Nat.cast_add, Nat.cast_one]
    ring
  · have hN : (a.val : ℝ) + 1 = N := by
      have h := congrArg (Nat.cast : ℕ → ℝ) ha
      rwa [Nat.cast_add, Nat.cast_one] at h
    simp only [LinkField.plaquette, uniformLinks, if_pos ha, hs]
    rw [← Circle.exp_add, ← Circle.exp_add, ← Circle.exp_sub, Circle.exp_eq_exp]
    rcases val_succ b with ⟨_, hb⟩ | ⟨hb', hb⟩
    · refine ⟨0, ?_⟩
      rw [hb]
      simp only [Nat.cast_add, Nat.cast_one, Nat.cast_zero, Int.cast_zero]
      linear_combination (-fluxAngle N M C) * hN
    · -- at the corner the phases match up to the total flux `2πC`
      have hM : (b.val : ℝ) + 1 = M := by
        have h := congrArg (Nat.cast : ℕ → ℝ) hb'
        rwa [Nat.cast_add, Nat.cast_one] at h
      refine ⟨-C, ?_⟩
      rw [hb]
      simp only [Nat.cast_zero, Int.cast_neg]
      linear_combination (-fluxAngle N M C * N) * hM - fluxAngle N M C * hN - hφ

/-- Summing a constant over all cells multiplies it by the number of cells. -/
theorem sum_const_grid [NeZero N] [NeZero M] (c : ℝ) :
    ∑ _p : ZMod N × ZMod M, c = N * M * c := by
  rw [Finset.sum_const, Finset.card_univ, Fintype.card_prod, ZMod.card, ZMod.card,
    nsmul_eq_mul, Nat.cast_mul]

/-- For `-NM < 2C ≤ NM` the uniform-flux field has lattice Chern number `C`. -/
theorem uniformLinks_chern [NeZero N] [NeZero M] (C : ℤ)
    (h₁ : -((N : ℤ) * M) < 2 * C) (h₂ : 2 * C ≤ (N : ℤ) * M) :
    (uniformLinks N M C).chern = C := by
  have hN : (0 : ℝ) < N := Nat.cast_pos.mpr (NeZero.pos N)
  have hM : (0 : ℝ) < M := Nat.cast_pos.mpr (NeZero.pos M)
  have hNM : (0 : ℝ) < N * M := mul_pos hN hM
  have r₁ : -((N : ℝ) * M) < 2 * C := by exact_mod_cast h₁
  have r₂ : 2 * (C : ℝ) ≤ (N : ℝ) * M := by exact_mod_cast h₂
  -- the flux per cell lies on the principal branch
  have b₁ : -π < fluxAngle N M C := by
    unfold fluxAngle
    rw [lt_div_iff₀ hNM]
    nlinarith [mul_lt_mul_of_pos_left r₁ pi_pos]
  have b₂ : fluxAngle N M C ≤ π := by
    unfold fluxAngle
    rw [div_le_iff₀ hNM]
    nlinarith [mul_le_mul_of_nonneg_left r₂ pi_pos.le]
  have hφ : fluxAngle N M C * (N * M) = 2 * π * C := div_mul_cancel₀ _ hNM.ne'
  unfold LinkField.chern
  simp only [uniformLinks_plaquette, Circle.arg_exp b₁ b₂]
  rw [sum_const_grid, div_eq_iff two_pi_pos.ne']
  linear_combination hφ

/-- The lattice Chern number of any link field lies above `-NM/2` and does not exceed `NM/2`. -/
theorem chern_bounds [NeZero N] [NeZero M] (U : LinkField N M) :
    -((N : ℝ) * M) / 2 < U.chern ∧ U.chern ≤ (N : ℝ) * M / 2 := by
  have lo : ∑ _p : ZMod N × ZMod M, (-π) <
      ∑ p : ZMod N × ZMod M, Complex.arg (U.plaquette p.1 p.2 : ℂ) :=
    Finset.sum_lt_sum_of_nonempty Finset.univ_nonempty fun _ _ => Complex.neg_pi_lt_arg _
  have hi : ∑ p : ZMod N × ZMod M, Complex.arg (U.plaquette p.1 p.2 : ℂ) ≤
      ∑ _p : ZMod N × ZMod M, π :=
    Finset.sum_le_sum fun _ _ => Complex.arg_le_pi _
  rw [sum_const_grid] at lo hi
  unfold LinkField.chern
  constructor
  · rw [lt_div_iff₀ two_pi_pos]
    linarith
  · rw [div_le_iff₀ two_pi_pos]
    linarith

/-- An integer `C` is the lattice Chern number of some link field on the `N × M` grid
if and only if `-NM < 2C ≤ NM`. -/
theorem exists_chern_eq_iff [NeZero N] [NeZero M] (C : ℤ) :
    (∃ U : LinkField N M, U.chern = C) ↔
      -((N : ℤ) * M) < 2 * C ∧ 2 * C ≤ (N : ℤ) * M := by
  constructor
  · rintro ⟨U, hU⟩
    obtain ⟨h₁, h₂⟩ := chern_bounds U
    rw [hU] at h₁ h₂
    have r₁ : -((N : ℝ) * M) < 2 * C := by linarith
    have r₂ : 2 * (C : ℝ) ≤ (N : ℝ) * M := by linarith
    exact ⟨by exact_mod_cast r₁, by exact_mod_cast r₂⟩
  · rintro ⟨h₁, h₂⟩
    exact ⟨uniformLinks N M C, uniformLinks_chern C h₁ h₂⟩

/-- The upper bound `NM/2` is reached exactly when every plaquette equals `-1`. -/
theorem chern_eq_max_iff [NeZero N] [NeZero M] (U : LinkField N M) :
    U.chern = (N : ℝ) * M / 2 ↔ ∀ a b, (U.plaquette a b : ℂ) = -1 := by
  have key := Finset.sum_eq_sum_iff_of_le (s := (Finset.univ : Finset (ZMod N × ZMod M)))
    (f := fun p => Complex.arg (U.plaquette p.1 p.2 : ℂ)) (g := fun _ => π)
    (fun _ _ => Complex.arg_le_pi _)
  rw [sum_const_grid] at key
  unfold LinkField.chern
  rw [div_eq_iff two_pi_pos.ne']
  constructor
  · intro h a b
    have harg : Complex.arg (U.plaquette a b : ℂ) = π :=
      key.mp (by linear_combination h) (a, b) (Finset.mem_univ _)
    -- a unit complex number is fixed by its argument
    have hz := Complex.norm_mul_exp_arg_mul_I (U.plaquette a b : ℂ)
    rw [harg, Circle.norm_coe, Complex.exp_pi_mul_I, Complex.ofReal_one, one_mul] at hz
    exact hz.symm
  · intro h
    have hs := key.mpr fun p _ => by
      show Complex.arg (U.plaquette p.1 p.2 : ℂ) = π
      rw [h, Complex.arg_neg_one]
    linear_combination hs

/-- The grid supports both Chern numbers `C` and `-C` if and only if `2|C| < NM`. -/
theorem both_signs_iff [NeZero N] [NeZero M] (C : ℤ) :
    ((∃ U : LinkField N M, U.chern = C) ∧ (∃ U : LinkField N M, U.chern = (-C : ℤ))) ↔
      2 * |C| < (N : ℤ) * M := by
  rw [exists_chern_eq_iff, exists_chern_eq_iff]
  generalize (N : ℤ) * M = n
  rcases abs_cases C with ⟨h, _⟩ | ⟨h, _⟩ <;> rw [h] <;> omega

/-- Exactly `NM` integers occur as lattice Chern numbers on the `N × M` grid. -/
theorem ncard_chern [NeZero N] [NeZero M] :
    {C : ℤ | ∃ U : LinkField N M, U.chern = C}.ncard = N * M := by
  have hset : {C : ℤ | ∃ U : LinkField N M, U.chern = C} =
      ↑(Finset.Ioc (-((N : ℤ) * M) / 2) ((N : ℤ) * M / 2)) := by
    ext C
    rw [Set.mem_ofPred_eq, exists_chern_eq_iff, Finset.coe_Ioc, Set.mem_Ioc]
    generalize (N : ℤ) * M = n
    omega
  rw [hset, Set.ncard_coe_finset, Int.card_Ioc, ← Nat.cast_mul]
  generalize N * M = n
  omega

end

end LatticeChernRange
```

```lean
#print axioms LatticeChernRange.chern_eq_max_iff
#print axioms LatticeChernRange.both_signs_iff
#print axioms LatticeChernRange.ncard_chern
```

```
'LatticeChernRange.chern_eq_max_iff' depends on axioms: [propext, Classical.choice, Quot.sound]
'LatticeChernRange.both_signs_iff' depends on axioms: [propext, Classical.choice, Quot.sound]
'LatticeChernRange.ncard_chern' depends on axioms: [propext, Classical.choice, Quot.sound]
```

## From Bloch states to link fields

For one isolated band of a two-dimensional non-interacting crystal, the links would be normalised overlaps of the cell-periodic states at neighbouring $k$-points, such as $\langle u_k|u_{k'}\rangle/|\langle u_k|u_{k'}\rangle|$, provided that no overlap vanishes. On a link that closes the mesh, the state at the far end is $u_{k+G}=e^{-iG\cdot r}u_k$, where $u_k$ is the state stored at the opposite edge and $G$ is the reciprocal lattice vector between the two edges. Using the conjugate overlaps reverses the sign of the arguments away from the branch cut. The file starts from the links themselves: `LinkField` has no Hamiltonian behind it, and the theorems do not say which fields arise from a given band model.

The coordinates $a$ and $b$ are elements of `ZMod N` and `ZMod M`, so adding one at the edge returns to zero. `Circle` is the group of unit complex numbers, and `plaquette` is

$$P(a,b)=\frac{U_1(a,b)\,U_2(a+1,b)}{U_1(a,b+1)\,U_2(a,b)} .$$

The definition `chern` gives a real number. The main theorem, `exists_chern_eq_iff`, takes an integer $C$ and says that some link field has `U.chern = C` if and only if $-NM<2C\le NM$. That this real number is always an integer follows from a separate argument, not formalised here: in the product of all plaquettes each link variable occurs once in a numerator and once in a denominator, so that product is one and the arguments add up to a multiple of $2\pi$.

For a single band sampled in this way, a mesh with $NM<2|C|$ therefore cannot return the Chern number $C$. A mesh that meets the bound may still give a wrong value if it resolves the Berry curvature poorly.

## The bounds and the uniform field

Each argument satisfies $-\pi<\arg P\le\pi$. Summing over the $NM$ cells and dividing by $2\pi$ gives

$$-\frac{NM}{2}<C\le\frac{NM}{2}.$$

The lower inequality stays strict because the grid has at least one cell. This is `chern_bounds`, and it proves one direction of the equivalence.

For the other direction, set $\varphi=2\pi C/(NM)$, with $a$ and $b$ represented by $0,\dots,N-1$ and $0,\dots,M-1$. The field `uniformLinks` has

$$U_2(a,b)=e^{i\varphi a},\qquad U_1(a,b)=\begin{cases}e^{-i\varphi Nb}, & a=N-1,\\ 1, & \text{otherwise.}\end{cases}$$

The lemma `val_succ` separates an ordinary step from a wrap-around, which leaves three cases for the plaquette phase:

- For $a<N-1$, it is $\varphi(a+1)-\varphi a=\varphi$.
- For $a=N-1$ and $b<M-1$, it is $-\varphi Nb+0+\varphi N(b+1)-\varphi(N-1)=\varphi$.
- For $a=N-1$ and $b=M-1$, it is $-\varphi N(M-1)+0-0-\varphi(N-1)=\varphi-\varphi NM=\varphi-2\pi C$.

Since $C$ is an integer, the last phase also gives $e^{i\varphi}$. In `uniformLinks_plaquette` the integers `0` and `-C` supplied in the two seam cases are these multiples of $2\pi$, and `linear_combination` checks the algebra.

If $-NM<2C\le NM$, then $-\pi<\varphi\le\pi$, so the argument of every plaquette is $\varphi$ itself. The Chern number is $NM\varphi/(2\pi)=C$, as `uniformLinks_chern` states.

## The asymmetric edge of the range

For odd $NM$ the integers in the range are those with $|C|\le NM/2$, but for even $NM$ that description wrongly includes $-NM/2$. The argument of $-1$ is $+\pi$ and never $-\pi$, so a $2\times2$ grid allows $-1,0,1,2$ but not $-2$. Applying the main theorem to $C$ and $-C$ gives `both_signs_iff`: both occur exactly when $2|C|<NM$.

The theorem `chern_eq_max_iff` describes the upper end. A sum of $NM$ terms, none above $\pi$, equals $NM\pi$ only if every term is $\pi$, and a unit complex number with argument $\pi$ is $-1$. The value $NM/2$ is thus reached exactly when every plaquette is $-1$. For odd $NM$ this never happens, because the product of all plaquettes is one.

Finally, `ncard_chern` counts the integers in $(-NM/2,NM/2]$. There are $\lfloor NM/2\rfloor+\lceil NM/2\rceil=NM$ of them, for even and odd $NM$ alike; on a $1\times1$ grid the only one is zero.
